# Maximum entropy of the occupation distribution of one bosonic mode at fixed mean $m>0$: $(m+1)\log(m+1)-m\log m$

How large can the entropy of a bosonic mode be if only its mean occupation is known? The answer depends on which distributions are admitted. Here they are all sequences $p_0,p_1,p_2,\dots$ of non-negative real numbers whose total is one and whose mean $\sum_n n\,p_n$ converges to a given $m>0$. The support may be infinite, and convergence of the entropy series is proved, not assumed.

With entropy in units of the Boltzmann constant, every such distribution satisfies

$$
-\sum_{n=0}^{\infty}p_n\log p_n\;\le\;S(m),\qquad S(m)=(m+1)\log(m+1)-m\log m .
$$

Equality holds only for the geometric distribution

$$
q_n=\frac{m^n}{(m+1)^{n+1}} .
$$

A distribution on finitely many occupation numbers therefore stays strictly below $S(m)$. The letter $m$ is the mean occupation, often written $\bar n$, and not a mass. For equally spaced levels, fixing it amounts to fixing the mean energy of the mode.

## Phonon entropies and truncated Fock spaces

For non-interacting harmonic modes of non-zero frequency in thermal equilibrium, the vibrational entropy is the sum of $S(m)$ over the modes, with $m$ the Bose-Einstein occupation of each.

A code that stores a single mode in a truncated number basis works with a finitely supported distribution. Its entropy must lie below $S(m)$, with $m$ computed from the same truncated weights. An excess larger than rounding can explain points to a fault, such as weights that were not renormalised after truncation or a mean taken from another distribution.

## Comparison with the geometric distribution

Put $r=m/(m+1)$, so that $0<r<1$, $1-r=1/(m+1)$ and $q_n=(1-r)r^n$. The geometric series and its derivative give

$$
\sum_n q_n=\frac{1-r}{1-r}=1,\qquad
\sum_n n\,q_n=(1-r)\frac{r}{(1-r)^2}=\frac{r}{1-r}=m .
$$

Next, compare single weights. For $p_n>0$, the inequality $\log y\le y-1$ at $y=q_n/p_n$, multiplied by $p_n$, reads

$$
-p_n\log p_n\le -p_n\log q_n+q_n-p_n ,
$$

with equality only if $p_n=q_n$. For $p_n=0$ the left side is $0$ and the right side is $q_n>0$, so the inequality is again strict.

The logarithm of the geometric weight is affine in $n$:

$$
\log q_n=n\log m-(n+1)\log(m+1).
$$

The cross entropy therefore depends on $p$ only through its total and its mean:

$$
-\sum_n p_n\log q_n=\log(m+1)\sum_n p_n+\bigl[\log(m+1)-\log m\bigr]\sum_n n\,p_n=S(m).
$$

Since both distributions are normalised, $\sum_n(q_n-p_n)=0$, and the right-hand sides of the single-weight inequality add up to $S(m)$. The entropy terms are non-negative because $0\le p_n\le1$. They are bounded by the terms of a convergent series, so the entropy series converges and its sum is at most $S(m)$.

Setting $p=q$ in the cross entropy gives entropy exactly $S(m)$. If $p_n\ne q_n$ for some $n$, that one term makes the summed inequality strict, so no other distribution reaches the bound. Every $q_n$ is positive, which rules out equality for finite support.

Finally, let $x>0$ be the spacing of the equally spaced levels divided by $k_{\mathrm B}T$, and take $m=1/(e^x-1)$. Then $m+1=e^x/(e^x-1)$, hence $r=e^{-x}$ and

$$
q_n=e^{-nx}(1-e^{-x}),
$$

which is the normalised Boltzmann distribution of the mode.

## The bound in Lean

```lean
import Mathlib

open Real

namespace BosonMaximumEntropy

noncomputable section

/-- `p` is a probability distribution of the occupation number of one bosonic mode,
with mean occupation `m`. -/
structure IsOccupationLaw (p : ℕ → ℝ) (m : ℝ) : Prop where
  nonneg : ∀ n, 0 ≤ p n
  total : HasSum p 1
  mean : HasSum (fun n : ℕ => (n : ℝ) * p n) m

/-- The geometric occupation distribution `m^n / (m+1)^(n+1)`, for `m > 0`. -/
def thermal (m : ℝ) (n : ℕ) : ℝ := m ^ n / (m + 1) ^ (n + 1)

/-- The entropy `-∑ p log p` of an occupation distribution, in units of the Boltzmann
constant. -/
def entropy (p : ℕ → ℝ) : ℝ := ∑' n, negMulLog (p n)

/-- The entropy function `(m+1) log (m+1) - m log m` of a bosonic mode, for `m > 0`. -/
def bosonEntropy (m : ℝ) : ℝ := (m + 1) * log (m + 1) - m * log m

/-- Gibbs inequality for a single state: for `p ≥ 0` and `q > 0`,
`-p log p ≤ -p log q + q - p`, and the inequality is strict if `p ≠ q`. -/
theorem gibbs_pointwise {p q : ℝ} (hp : 0 ≤ p) (hq : 0 < q) :
    negMulLog p ≤ -(p * log q) + (q - p) ∧
      (p ≠ q → negMulLog p < -(p * log q) + (q - p)) := by
  have strict : p ≠ q → negMulLog p < -(p * log q) + (q - p) := by
    intro h
    rcases hp.eq_or_lt with h0 | hp'
    · rw [← h0]
      simpa using hq
    · -- the tangent line of the logarithm at 1, evaluated at q / p
      have h1 := Real.log_lt_sub_one_of_pos (div_pos hq hp')
        (fun h2 => h ((div_eq_one_iff_eq hp'.ne').1 h2).symm)
      rw [Real.log_div hq.ne' hp'.ne'] at h1
      have h2 := mul_lt_mul_of_pos_left h1 hp'
      have h3 : p * (q / p - 1) = q - p := by
        rw [mul_sub, mul_div_cancel₀ _ hp'.ne', mul_one]
      rw [h3] at h2
      unfold negMulLog
      linarith
  refine ⟨?_, strict⟩
  by_cases h : p = q
  · rw [h]
    unfold negMulLog
    linarith
  · exact (strict h).le

/-- For `m > 0` every occupation number has positive weight in the geometric
distribution. -/
theorem thermal_pos {m : ℝ} (hm : 0 < m) (n : ℕ) : 0 < thermal m n := by
  unfold thermal
  positivity

/-- For `m > 0` the geometric distribution is normalised and has mean occupation `m`. -/
theorem thermal_isOccupationLaw {m : ℝ} (hm : 0 < m) :
    IsOccupationLaw (thermal m) m := by
  have hne : m + 1 ≠ 0 := by positivity
  have hr0 : 0 ≤ m / (m + 1) := by positivity
  have hr1 : m / (m + 1) < 1 := by
    rw [div_lt_one (by positivity)]
    linarith
  have e : 1 - m / (m + 1) = (m + 1)⁻¹ := by
    rw [← one_div, eq_div_iff hne, sub_mul, div_mul_cancel₀ _ hne]
    ring
  have hth : ∀ n, thermal m n = (m + 1)⁻¹ * (m / (m + 1)) ^ n := by
    intro n
    unfold thermal
    rw [div_pow, pow_succ]
    field_simp
  refine ⟨fun n => (thermal_pos hm n).le, ?_, ?_⟩
  · -- geometric series
    have h := (hasSum_geometric_of_lt_one hr0 hr1).mul_left (m + 1)⁻¹
    rw [e, inv_inv, inv_mul_cancel₀ hne] at h
    have hf : thermal m = fun n : ℕ => (m + 1)⁻¹ * (m / (m + 1)) ^ n := funext hth
    rw [hf]
    exact h
  · -- differentiated geometric series
    have h := (hasSum_coe_mul_geometric_of_norm_lt_one
      (by rw [Real.norm_of_nonneg hr0]; exact hr1 : ‖m / (m + 1)‖ < 1)).mul_left (m + 1)⁻¹
    have e2 : (m + 1)⁻¹ * (m / (m + 1) / (1 - m / (m + 1)) ^ 2) = m := by
      rw [e]
      field_simp
    rw [e2] at h
    have hf : (fun n : ℕ => (n : ℝ) * thermal m n) =
        fun n : ℕ => (m + 1)⁻¹ * ((n : ℝ) * (m / (m + 1)) ^ n) := by
      funext n
      rw [hth n]
      ring
    rw [hf]
    exact h

/-- The cross entropy of any occupation distribution of mean `m > 0` relative to the
geometric distribution of the same mean is `(m+1) log (m+1) - m log m`. -/
theorem hasSum_crossEntropy {p : ℕ → ℝ} {m : ℝ} (hm : 0 < m) (h : IsOccupationLaw p m) :
    HasSum (fun n => -(p n * log (thermal m n))) (bosonEntropy m) := by
  -- the logarithm of the geometric weight is affine in n
  have hlog : ∀ n : ℕ, log (thermal m n) = n * log m - (n + 1) * log (m + 1) := by
    intro n
    unfold thermal
    rw [Real.log_div (by positivity) (by positivity), Real.log_pow, Real.log_pow]
    simp only [Nat.cast_add, Nat.cast_one]
  have h1 := (h.total.mul_left (log (m + 1))).add
    (h.mean.mul_left (log (m + 1) - log m))
  have hf : (fun n => -(p n * log (thermal m n))) = fun n : ℕ =>
      log (m + 1) * p n + (log (m + 1) - log m) * ((n : ℝ) * p n) := by
    funext n
    rw [hlog n]
    ring
  have hg : bosonEntropy m = log (m + 1) * 1 + (log (m + 1) - log m) * m := by
    unfold bosonEntropy
    ring
  rw [hf, hg]
  exact h1

/-- For every occupation distribution of mean `m > 0`, the right-hand sides of the Gibbs inequality
relative to the geometric distribution of the same mean, summed over all occupation numbers, give
`(m+1) log (m+1) - m log m`. -/
theorem hasSum_gibbs_bound {p : ℕ → ℝ} {m : ℝ} (hm : 0 < m) (h : IsOccupationLaw p m) :
    HasSum (fun n => -(p n * log (thermal m n)) + (thermal m n - p n))
      (bosonEntropy m) := by
  have h1 := (hasSum_crossEntropy hm h).add
    ((thermal_isOccupationLaw hm).total.sub h.total)
  rwa [sub_self, add_zero] at h1

/-- Maximum entropy of a bosonic mode: for every occupation distribution of mean `m > 0`
the entropy series converges, and its sum is at most `(m+1) log (m+1) - m log m`. -/
theorem entropy_le_bosonEntropy {p : ℕ → ℝ} {m : ℝ} (hm : 0 < m)
    (h : IsOccupationLaw p m) :
    Summable (fun n => negMulLog (p n)) ∧ entropy p ≤ bosonEntropy m := by
  have hb := hasSum_gibbs_bound hm h
  have hle := fun n => (gibbs_pointwise (h.nonneg n) (thermal_pos hm n)).1
  have hs : Summable (fun n => negMulLog (p n)) :=
    Summable.of_nonneg_of_le
      (fun n => Real.negMulLog_nonneg (h.nonneg n)
        (le_hasSum h.total n (fun j _ => h.nonneg j))) hle hb.summable
  exact ⟨hs, hasSum_le hle hs.hasSum hb⟩

/-- For `m > 0` the entropy series of the geometric distribution converges to
`(m+1) log (m+1) - m log m`. -/
theorem hasSum_entropy_thermal {m : ℝ} (hm : 0 < m) :
    HasSum (fun n => negMulLog (thermal m n)) (bosonEntropy m) := by
  have h := hasSum_crossEntropy hm (thermal_isOccupationLaw hm)
  simpa only [negMulLog, neg_mul] using h

/-- Among the occupation distributions of mean `m > 0`, the geometric distribution is the
only one whose entropy equals `(m+1) log (m+1) - m log m`. -/
theorem entropy_eq_iff {p : ℕ → ℝ} {m : ℝ} (hm : 0 < m) (h : IsOccupationLaw p m) :
    entropy p = bosonEntropy m ↔ p = thermal m := by
  constructor
  · intro heq
    by_contra hne
    -- one differing weight makes the summed Gibbs inequality strict
    obtain ⟨n, hn⟩ := Function.ne_iff.1 hne
    have hlt := hasSum_lt
      (fun k => (gibbs_pointwise (h.nonneg k) (thermal_pos hm k)).1)
      ((gibbs_pointwise (h.nonneg n) (thermal_pos hm n)).2 hn)
      (entropy_le_bosonEntropy hm h).1.hasSum (hasSum_gibbs_bound hm h)
    exact hlt.ne heq
  · intro hp
    rw [hp]
    exact (hasSum_entropy_thermal hm).tsum_eq

/-- A distribution of mean `m > 0` supported on finitely many occupation numbers has
entropy strictly below `(m+1) log (m+1) - m log m`. -/
theorem entropy_lt_of_finite_support {p : ℕ → ℝ} {m : ℝ} (hm : 0 < m) (s : Finset ℕ)
    (hp : ∀ n, 0 ≤ p n) (hs : ∀ n ∉ s, p n = 0) (h1 : ∑ n ∈ s, p n = 1)
    (h2 : ∑ n ∈ s, (n : ℝ) * p n = m) :
    ∑ n ∈ s, negMulLog (p n) < bosonEntropy m := by
  have h : IsOccupationLaw p m := by
    refine ⟨hp, ?_, ?_⟩
    · rw [← h1]
      exact hasSum_sum_of_ne_finset_zero hs
    · rw [← h2]
      exact hasSum_sum_of_ne_finset_zero (fun n hn => by simp [hs n hn])
  have he : entropy p = ∑ n ∈ s, negMulLog (p n) :=
    tsum_eq_sum (fun n hn => by simp [hs n hn])
  rw [← he]
  refine lt_of_le_of_ne (entropy_le_bosonEntropy hm h).2 fun heq => ?_
  -- the maximiser has no vanishing weight
  obtain ⟨n, hn⟩ := Infinite.exists_notMem_finset s
  have h0 := hs n hn
  rw [(entropy_eq_iff hm h).1 heq] at h0
  exact (thermal_pos hm n).ne' h0

/-- At the Bose-Einstein mean occupation `1 / (exp x - 1)`, with `x > 0` the level spacing divided
by `k_B T`, the geometric weights are `exp (-n x) (1 - exp (-x))`. -/
theorem thermal_boseEinstein {x : ℝ} (hx : 0 < x) (n : ℕ) :
    thermal (1 / (exp x - 1)) n = exp (-(n * x)) * (1 - exp (-x)) := by
  have hE : exp x ≠ 0 := (Real.exp_pos x).ne'
  have ha : exp x - 1 ≠ 0 := (sub_pos.2 (Real.one_lt_exp_iff.2 hx)).ne'
  have h1 : 1 / (exp x - 1) + 1 = exp x / (exp x - 1) := by
    rw [eq_div_iff ha, add_mul, div_mul_cancel₀ _ ha]
    ring
  unfold thermal
  rw [h1, Real.exp_neg, Real.exp_neg, Real.exp_nat_mul, div_pow, div_pow, one_pow,
    pow_succ, pow_succ]
  field_simp

end

end BosonMaximumEntropy
```

```lean
#print axioms BosonMaximumEntropy.entropy_le_bosonEntropy
#print axioms BosonMaximumEntropy.entropy_lt_of_finite_support
#print axioms BosonMaximumEntropy.thermal_boseEinstein
```

```
'BosonMaximumEntropy.entropy_le_bosonEntropy' depends on axioms: [propext, Classical.choice, Quot.sound]
'BosonMaximumEntropy.entropy_lt_of_finite_support' depends on axioms: [propext, Classical.choice, Quot.sound]
'BosonMaximumEntropy.thermal_boseEinstein' depends on axioms: [propext, Classical.choice, Quot.sound]
```

## From occupation numbers to Lean objects

`IsOccupationLaw p m` collects the conditions on the distribution: `nonneg` for the signs, `total` for normalisation and `mean` for the mean occupation. `HasSum f a` says that the series of `f` converges to `a`. The function `thermal m` is the geometric distribution $q$, and `bosonEntropy m` is $S(m)$. No temperature enters the definition of `thermal`; the link is made by `thermal_boseEinstein`.

The logarithm is natural, and `negMulLog p` means $-p\log p$, with value $0$ at $p=0$. Lean assigns the value $0$ to the infinite sum in `entropy` when the series does not converge, so `entropy_le_bosonEntropy` states `Summable` alongside the inequality.

The attained value is `hasSum_entropy_thermal`, and uniqueness of the maximiser is `entropy_eq_iff`. In `entropy_lt_of_finite_support`, the finite set `s` contains the support, and normalisation, mean and entropy are ordinary finite sums, as in a truncated basis.

## From one weight to the whole series

`gibbs_pointwise` proves the single-weight inequality and its strict form. It separates $p=0$ from $p>0$; in the second case it applies `Real.log_lt_sub_one_of_pos` to $q/p$ and multiplies by $p$. `thermal_pos` supplies the positivity of $q_n$, and `thermal_isOccupationLaw` evaluates the two geometric series.

In `hasSum_crossEntropy`, the step `hlog` is the affine formula for $\log q_n$. The hypotheses `total` and `mean` are then multiplied by constants and added. `hasSum_gibbs_bound` adds the vanishing sum of $q_n-p_n$.

`entropy_le_bosonEntropy` obtains convergence by comparison, through `Summable.of_nonneg_of_le`, and the bound by `hasSum_le`. `hasSum_entropy_thermal` is the cross-entropy lemma applied to the geometric distribution itself. For uniqueness, `entropy_eq_iff` picks an index where the distributions differ and uses `hasSum_lt`.

The finite-support theorem first turns the finite sums into an `IsOccupationLaw`. It then picks an occupation number outside `s`: equality would force $q_n=0$ there, contradicting `thermal_pos`. `thermal_boseEinstein` is the algebra of the substitution $m=1/(e^x-1)$.

## Normalisation, coherence and rounding

Normalisation cannot be relaxed to a total of at most one. Take $p_0=p_1=\tfrac14$ and all other weights zero. The total is $\tfrac12$ and $\sum_n n\,p_n=\tfrac14$, but

$$
-\sum_n p_n\log p_n=\log 2\approx0.693\;>\;S(\tfrac14)\approx0.626 .
$$

After renormalisation the weights are $\tfrac12,\tfrac12$ and the mean is $\tfrac12$. The entropy is still $\log2$, now below $S(\tfrac12)\approx0.955$.

The theorems concern the probabilities of the occupation numbers of one mode. Identifying their entropy with the entropy of the quantum state requires a density matrix that is diagonal in the number basis. A coherent state with non-zero amplitude shows the difference: it is pure and has zero von Neumann entropy, while its occupation distribution has positive entropy.

The sums are sums of real numbers, so floating-point error needs its own estimate. The strict inequality for finite support comes with no lower bound on the gap, and for a large cutoff the gap can be smaller than the rounding error. The vacuum, $m=0$, is excluded.
